# The dispersion integral of a sharp X-ray edge with inverse-cube absorption is \(\ln(1-w^2)/(2w^2)\) below the edge

When an X-ray photon energy is tuned up towards an absorption edge, the real part of the atom's scattering factor drops before any absorption at that edge sets in. The dispersion relation links the two effects: the edge's contribution to the real correction \(f'\) at photon energy \(w\) is, up to a constant factor, the integral of \(x f''(x)/(w^2-x^2)\) over all energies \(x\) at which the edge absorbs, where \(f''\) is the edge's contribution to the absorptive part of the scattering factor.

I measure energies in units of the edge energy and let the photoabsorption fall as \(x^{-3}\) above the edge. Since \(f''\) is proportional to \(x\) times the absorption, I get, for \(0<w<1\),

\[
\int_1^\infty \frac{dx}{x(w^2-x^2)}=\frac{\ln(1-w^2)}{2w^2}.
\]

This should tend to \(-1/2\) as \(w\to0\) and to \(-\infty\) as \(w\to1\) from below. Can this be proved with every step in view and checked by machine? And what becomes of the formula above the edge, where the integrand has a pole?

## One logarithm for both sides of the edge

Yes, and a single primitive handles both sides. Keep the edge energy \(E>0\) general, and normalise the absorption to \((E/x)^3\), so that it equals one at the edge. With \(f''(x)=x(E/x)^3\) the integrand is

\[
g(x)=\frac{x\cdot x\,(E/x)^3}{w^2-x^2}=\frac{E^3}{x(w^2-x^2)} .
\]

For \(w>0\), the chain rule gives

\[
\frac{d}{dx}\ln\left|1-\frac{w^2}{x^2}\right|
=\frac{2w^2/x^3}{1-w^2/x^2}=\frac{2w^2}{x(x^2-w^2)},
\]

so a primitive of \(g\), valid for positive \(x\) on either side of \(x=w\), is

\[
F(x)=-\frac{E^3}{2w^2}\ln\left|1-\frac{w^2}{x^2}\right| .
\]

As \(x\to\infty\) the logarithm tends to \(\ln 1=0\), so \(F\) vanishes there. Beyond \(x=w\) the integrand is negative throughout, so the finite limit of \(F\) also gives absolute convergence. For every \(a>w\),

\[
\int_a^\infty g(x)\,dx=-F(a)=\frac{E^3}{2w^2}\ln\left(1-\frac{w^2}{a^2}\right).
\]

**Below the edge.** If \(0<w<E\), take \(a=E\):

\[
D(w)=\int_E^\infty g(x)\,dx=\frac{E^3}{2w^2}\ln\left(1-\frac{w^2}{E^2}\right).
\]

Setting \(E=1\) gives your formula.

**The two limits.** With \(u=w^2/E^2\),

\[
D(w)=\frac E2\,\frac{\ln(1-u)}{u}.
\]

As \(w\to0\), the quotient tends to the slope of \(\ln(1-u)\) at \(u=0\), which is \(-1\), so \(D(w)\to-E/2\). As \(w\to E\) from below, the prefactor \(E^3/(2w^2)\) tends to \(E/2>0\) while the logarithm tends to \(-\infty\), so \(D(w)\to-\infty\).

**Above the edge.** If \(w>E\), the pole at \(x=w\) lies inside the integration range. Remove the window from \(w-\varepsilon\) to \(w+\varepsilon\), with \(0<\varepsilon<w-E\). What remains is

\[
\int_E^{w-\varepsilon}g\,dx+\int_{w+\varepsilon}^\infty g\,dx=F(w-\varepsilon)-F(E)-F(w+\varepsilon).
\]

The arguments of the two logarithms next to the pole are

\[
1-\frac{w^2}{(w+\varepsilon)^2}=\frac{\varepsilon(2w+\varepsilon)}{(w+\varepsilon)^2},
\qquad
1-\frac{w^2}{(w-\varepsilon)^2}=-\frac{\varepsilon(2w-\varepsilon)}{(w-\varepsilon)^2}.
\]

Each logarithm diverges as \(\varepsilon\to0\), but the factor \(\varepsilon\) cancels in their difference:

\[
F(w-\varepsilon)-F(w+\varepsilon)=\frac{E^3}{2w^2}\ln R(\varepsilon),
\qquad
R(\varepsilon)=\frac{(2w+\varepsilon)(w-\varepsilon)^2}{(2w-\varepsilon)(w+\varepsilon)^2}.
\]

Since \(R(\varepsilon)\to1\), this part vanishes and only \(-F(E)\) survives. The principal value is therefore

\[
\frac{E^3}{2w^2}\ln\left(\frac{w^2}{E^2}-1\right).
\]

Here is the complete Lean file.

```lean
import Mathlib

open Filter Topology Set MeasureTheory

namespace XrayEdgeDispersion

noncomputable section

/-- Photoabsorption at photon energy `x ≠ 0` above an edge at `E > 0`, falling as the inverse cube
of the energy and normalised to one at the edge. -/
def absorption (E x : ℝ) : ℝ := (E / x) ^ 3

/-- Integrand `x f''(x) / (w² - x²)` of the dispersion relation, with `f''(x)` equal to `x` times
the absorption; its domain is `x ≠ 0`, `x² ≠ w²`. -/
def integrand (E w x : ℝ) : ℝ := x * (x * absorption E x) / (w ^ 2 - x ^ 2)

/-- The dispersion integral over all photon energies above the edge `E`, for a photon energy `w`
with `0 ≤ w < E`. -/
def edgeDispersion (E w : ℝ) : ℝ := ∫ x in Ioi E, integrand E w x

/-- A primitive of the dispersion integrand, for `w ≠ 0`, `x ≠ 0` and `x² ≠ w²`. -/
def primitive (E w x : ℝ) : ℝ := -(E ^ 3 / (2 * w ^ 2)) * Real.log (1 - w ^ 2 / x ^ 2)

/-- With inverse-cube absorption the dispersion integrand is `E³ / (x (w² - x²))` for `x ≠ 0`. -/
theorem integrand_eq (E w : ℝ) {x : ℝ} (hx : x ≠ 0) :
    integrand E w x = E ^ 3 / (x * (w ^ 2 - x ^ 2)) := by
  have h : x * (x * (E / x) ^ 3) = E ^ 3 / x := by field_simp
  rw [integrand, absorption, h, div_div]

/-- Away from zero energy and from the resonance `x² = w²`, the logarithmic primitive
differentiates to the dispersion integrand, for `w ≠ 0`. -/
theorem hasDerivAt_primitive (E : ℝ) {w x : ℝ} (hw : w ≠ 0) (hx : x ≠ 0)
    (hxw : x ^ 2 ≠ w ^ 2) : HasDerivAt (primitive E w) (integrand E w x) x := by
  have hd : x ^ 2 - w ^ 2 ≠ 0 := sub_ne_zero.2 hxw
  have e : 1 - w ^ 2 / x ^ 2 = (x ^ 2 - w ^ 2) / x ^ 2 := by
    rw [sub_div, div_self (pow_ne_zero 2 hx)]
  have hp : HasDerivAt (fun y : ℝ => y ^ 2) (2 * x) x := by
    simpa using hasDerivAt_pow 2 x
  have h1 : HasDerivAt (fun y : ℝ => 1 - w ^ 2 / y ^ 2) (2 * w ^ 2 / x ^ 3) x := by
    refine (((hasDerivAt_const x (w ^ 2)).fun_div hp (pow_ne_zero 2 hx)).const_sub 1).congr_deriv ?_
    rw [← neg_div, div_eq_div_iff (by positivity) (by positivity)]
    ring
  have hne : 1 - w ^ 2 / x ^ 2 ≠ 0 := by
    rw [e]
    exact div_ne_zero hd (pow_ne_zero 2 hx)
  refine ((h1.log hne).const_mul (-(E ^ 3 / (2 * w ^ 2)))).congr_deriv ?_
  rw [integrand_eq E w hx, e, show w ^ 2 - x ^ 2 = -(x ^ 2 - w ^ 2) by ring]
  generalize x ^ 2 - w ^ 2 = d at hd
  rw [eq_div_iff (mul_ne_zero hx (neg_ne_zero.2 hd))]
  field_simp

/-- For `E > 0` and `a > w > 0`, the integral of the dispersion integrand over `x > a` converges
absolutely and equals `E³ ln(1 - w²/a²) / (2w²)`. -/
theorem tail_integral {E w a : ℝ} (hE : 0 < E) (hw : 0 < w) (ha : w < a) :
    IntegrableOn (integrand E w) (Ioi a) ∧
      ∫ x in Ioi a, integrand E w x = E ^ 3 * Real.log (1 - w ^ 2 / a ^ 2) / (2 * w ^ 2) := by
  have hsq : ∀ x, a ≤ x → w ^ 2 < x ^ 2 := fun x hx =>
    pow_lt_pow_left₀ (lt_of_lt_of_le ha hx) hw.le two_ne_zero
  have hpos : ∀ x, a ≤ x → 0 < x := fun x hx => by linarith
  have hder : ∀ x ∈ Ici a, HasDerivAt (primitive E w) (integrand E w x) x := fun x hx =>
    hasDerivAt_primitive E hw.ne' (hpos x hx).ne' (hsq x hx).ne'
  -- beyond the resonance the integrand keeps one sign
  have hneg : ∀ x ∈ Ioi a, integrand E w x ≤ 0 := by
    intro x hx
    have hx' : a ≤ x := le_of_lt hx
    rw [integrand_eq E w (hpos x hx').ne']
    exact div_nonpos_of_nonneg_of_nonpos (by positivity)
      (mul_nonpos_iff.2 (Or.inl ⟨(hpos x hx').le, by linarith [hsq x hx']⟩))
  -- the primitive vanishes at infinite energy
  have hlim : Tendsto (primitive E w) atTop (𝓝 0) := by
    have h : Tendsto (fun x : ℝ => w ^ 2 / x ^ 2) atTop (𝓝 0) :=
      tendsto_const_nhds.div_atTop (tendsto_pow_atTop two_ne_zero)
    have h3 := ((h.const_sub 1).log (by norm_num)).const_mul (-(E ^ 3 / (2 * w ^ 2)))
    rw [sub_zero, Real.log_one, mul_zero] at h3
    exact h3
  refine ⟨integrableOn_Ioi_deriv_of_nonpos' hder hneg hlim, ?_⟩
  rw [integral_Ioi_of_hasDerivAt_of_nonpos' hder hneg hlim, primitive]
  ring

/-- Below the edge, `0 < w < E`, the dispersion integral converges absolutely and equals
`E³ ln(1 - w²/E²) / (2w²)`. -/
theorem edgeDispersion_below {E w : ℝ} (hw : 0 < w) (hwE : w < E) :
    IntegrableOn (integrand E w) (Ioi E) ∧
      edgeDispersion E w = E ^ 3 * Real.log (1 - w ^ 2 / E ^ 2) / (2 * w ^ 2) :=
  tail_integral (hw.trans hwE) hw hwE

/-- With energies in units of the edge energy and `0 < w < 1`, the integral of
`1 / (x (w² - x²))` from one to infinity is `ln(1 - w²) / (2w²)`. -/
theorem unit_edge {w : ℝ} (hw : 0 < w) (hw1 : w < 1) :
    ∫ x in Ioi (1 : ℝ), 1 / (x * (w ^ 2 - x ^ 2)) = Real.log (1 - w ^ 2) / (2 * w ^ 2) := by
  have h := (edgeDispersion_below hw hw1).2
  rw [one_pow, one_pow, div_one, one_mul] at h
  rw [← h, edgeDispersion]
  refine setIntegral_congr_fun measurableSet_Ioi fun x hx => ?_
  have hx0 : x ≠ 0 := (zero_lt_one.trans hx).ne'
  simp only [integrand_eq 1 w hx0, one_pow]

/-- As the photon energy goes to zero from above, the dispersion integral of an edge at `E > 0`
tends to `-E/2`. -/
theorem tendsto_low_energy {E : ℝ} (hE : 0 < E) :
    Tendsto (edgeDispersion E) (𝓝[>] 0) (𝓝 (-(E / 2))) := by
  -- the limit is `E/2` times the slope of `ln(1 - u)` at `u = w²/E² = 0`
  have h : HasDerivAt (fun u : ℝ => Real.log (1 - u)) (-1) 0 := by
    have := ((hasDerivAt_id' (0 : ℝ)).const_sub 1).log (by norm_num)
    simpa using this
  have hc : Continuous (fun w : ℝ => w ^ 2 / E ^ 2) := by fun_prop
  have hu : Tendsto (fun w : ℝ => w ^ 2 / E ^ 2) (𝓝[>] 0) (𝓝[≠] 0) := by
    refine tendsto_nhdsWithin_iff.2
      ⟨(hc.tendsto' 0 0 (by simp)).mono_left nhdsWithin_le_nhds, ?_⟩
    filter_upwards [self_mem_nhdsWithin] with w hw
    have hw' : 0 < w := hw
    exact (show 0 < w ^ 2 / E ^ 2 by positivity).ne'
  have hs := ((hasDerivAt_iff_tendsto_slope_zero.1 h).comp hu).const_mul (E / 2)
  rw [show -(E / 2) = E / 2 * (-1) by ring]
  refine hs.congr' ?_
  filter_upwards [Ioo_mem_nhdsGT hE] with w hw
  have hw0 : w ≠ 0 := hw.1.ne'
  rw [(edgeDispersion_below hw.1 hw.2).2]
  simp only [Function.comp, smul_eq_mul, zero_add, sub_zero, Real.log_one]
  generalize Real.log (1 - w ^ 2 / E ^ 2) = L
  field_simp

/-- As the photon energy approaches an edge at `E > 0` from below, the dispersion integral tends
to minus infinity. -/
theorem tendsto_edge {E : ℝ} (hE : 0 < E) :
    Tendsto (edgeDispersion E) (𝓝[<] E) atBot := by
  have hc : Continuous (fun w : ℝ => 1 - w ^ 2 / E ^ 2) := by fun_prop
  have hz : 1 - E ^ 2 / E ^ 2 = 0 := by rw [div_self (by positivity), sub_self]
  have hu : Tendsto (fun w : ℝ => 1 - w ^ 2 / E ^ 2) (𝓝[<] E) (𝓝[>] 0) := by
    refine tendsto_nhdsWithin_iff.2 ⟨(hc.tendsto' E 0 hz).mono_left nhdsWithin_le_nhds, ?_⟩
    filter_upwards [Ioo_mem_nhdsLT hE] with w hw
    have h2 : w ^ 2 < E ^ 2 := pow_lt_pow_left₀ hw.2 hw.1.le two_ne_zero
    exact sub_pos.2 ((div_lt_one (by positivity)).2 h2)
  have hk : ContinuousAt (fun w : ℝ => E ^ 3 / (2 * w ^ 2)) E :=
    ContinuousAt.div continuousAt_const (by fun_prop) (by positivity)
  -- a positive prefactor times a diverging logarithm
  have h := (hk.tendsto.mono_left nhdsWithin_le_nhds).pos_mul_atBot
    (by positivity) (Real.tendsto_log_nhdsGT_zero.comp hu)
  refine h.congr' ?_
  filter_upwards [Ioo_mem_nhdsLT hE] with w hw
  rw [(edgeDispersion_below hw.1 hw.2).2]
  simp only [Function.comp]
  ring

/-- Above the edge, `w > E > 0`, the dispersion integral has a principal value at the resonance
`x = w`, equal to `E³ ln(w²/E² - 1) / (2w²)`. -/
theorem principal_value_above {E w : ℝ} (hE : 0 < E) (hEw : E < w) :
    Tendsto (fun ε => (∫ x in E..(w - ε), integrand E w x) + ∫ x in Ioi (w + ε), integrand E w x)
      (𝓝[>] 0) (𝓝 (E ^ 3 * Real.log (w ^ 2 / E ^ 2 - 1) / (2 * w ^ 2))) := by
  have hw : 0 < w := hE.trans hEw
  -- the two logarithms next to the resonance combine into the logarithm of this ratio
  let R : ℝ → ℝ := fun ε => (2 * w + ε) * (w - ε) ^ 2 / ((2 * w - ε) * (w + ε) ^ 2)
  have hR : Tendsto R (𝓝[>] 0) (𝓝 1) := by
    have hc : ContinuousAt R 0 :=
      ContinuousAt.div (by fun_prop) (by fun_prop) (by simp [hw.ne'])
    have h0 : R 0 = 1 := by
      simp only [R, add_zero, sub_zero]
      exact div_self (by positivity)
    have := hc.tendsto.mono_left (nhdsWithin_le_nhds (s := Ioi 0))
    rwa [h0] at this
  have hl := ((hR.log one_ne_zero).const_mul (E ^ 3 / (2 * w ^ 2))).add_const
    (E ^ 3 * Real.log (w ^ 2 / E ^ 2 - 1) / (2 * w ^ 2))
  rw [Real.log_one, mul_zero, zero_add] at hl
  refine hl.congr' ?_
  filter_upwards [Ioo_mem_nhdsGT (sub_pos.2 hEw)] with ε hε
  obtain ⟨h0, h1⟩ := hε
  have hp : 0 < w + ε := by linarith
  have hm : 0 < w - ε := by linarith
  have h2 : 0 < 2 * w - ε := by linarith
  have hpt : ∀ x ∈ uIcc E (w - ε), x ≠ 0 ∧ x ^ 2 < w ^ 2 := by
    intro x hx
    rw [uIcc_of_le (by linarith)] at hx
    have hx0 : 0 < x := lt_of_lt_of_le hE hx.1
    exact ⟨hx0.ne', pow_lt_pow_left₀ (by linarith [hx.2]) hx0.le two_ne_zero⟩
  have hcont : ContinuousOn (integrand E w) (uIcc E (w - ε)) := by
    intro x hx
    obtain ⟨hx0, hxw⟩ := hpt x hx
    have hq : ContinuousAt (fun y : ℝ => E / y) x :=
      ContinuousAt.div continuousAt_const continuousAt_id hx0
    exact (ContinuousAt.div (continuousAt_id.mul (continuousAt_id.mul (hq.pow 3)))
      (by fun_prop) (sub_pos.2 hxw).ne').continuousWithinAt
  rw [intervalIntegral.integral_eq_sub_of_hasDerivAt
    (fun x hx => hasDerivAt_primitive E hw.ne' (hpt x hx).1 (hpt x hx).2.ne)
    hcont.intervalIntegrable, (tail_integral hE hw (by linarith : w < w + ε)).2]
  have ha : 1 - w ^ 2 / (w + ε) ^ 2 = ε * (2 * w + ε) / (w + ε) ^ 2 := by
    rw [eq_div_iff (by positivity), sub_mul, div_mul_cancel₀ _ (by positivity)]
    ring
  have hb : 1 - w ^ 2 / (w - ε) ^ 2 = -(ε * (2 * w - ε) / (w - ε) ^ 2) := by
    rw [← neg_div, eq_div_iff (pow_pos hm 2).ne', sub_mul,
      div_mul_cancel₀ _ (pow_pos hm 2).ne']
    ring
  have hlog : Real.log (R ε) = Real.log (1 - w ^ 2 / (w + ε) ^ 2)
      - Real.log (1 - w ^ 2 / (w - ε) ^ 2) := by
    rw [ha, hb, Real.log_neg_eq_log, ← Real.log_div (by positivity)
      (div_pos (mul_pos h0 h2) (pow_pos hm 2)).ne']
    congr 1
    have hm' := hm.ne'
    have h2' := h2.ne'
    simp only [R]
    field_simp
  have hedge : Real.log (w ^ 2 / E ^ 2 - 1) = Real.log (1 - w ^ 2 / E ^ 2) := by
    rw [← Real.log_neg_eq_log, neg_sub]
  rw [hlog, hedge, primitive, primitive]
  ring

end

end XrayEdgeDispersion
```

```lean
#print axioms XrayEdgeDispersion.edgeDispersion_below
#print axioms XrayEdgeDispersion.unit_edge
#print axioms XrayEdgeDispersion.tendsto_edge
#print axioms XrayEdgeDispersion.principal_value_above
```

```
'XrayEdgeDispersion.edgeDispersion_below' depends on axioms: [propext, Classical.choice, Quot.sound]
'XrayEdgeDispersion.unit_edge' depends on axioms: [propext, Classical.choice, Quot.sound]
'XrayEdgeDispersion.tendsto_edge' depends on axioms: [propext, Classical.choice, Quot.sound]
'XrayEdgeDispersion.principal_value_above' depends on axioms: [propext, Classical.choice, Quot.sound]
```

## Absorption, edge and photon energy as Lean objects

All energies are real numbers: `E` is the edge, `w` the photon energy and `x` the integration variable. The function `absorption E x` is \((E/x)^3\), and `integrand E w x` builds \(x f''(x)/(w^2-x^2)\) from it. The edge itself enters through the integration range: `edgeDispersion E w` integrates over `Ioi E`, the open half-line \(x>E\), so energies below the edge contribute nothing.

The results read as follows.

- `edgeDispersion_below`: for \(0<w<E\), the integrand is absolutely integrable above the edge, and the integral has the closed form \(D(w)\). Integrability is stated separately because Lean assigns the value zero to the integral of a non-integrable function.
- `unit_edge`: your formula, with the integrand \(1/(x(w^2-x^2))\) written out.
- `tendsto_low_energy`: as \(w\) approaches zero through positive values, written `𝓝[>] 0`, the dispersion integral tends to \(-E/2\).
- `tendsto_edge`: as \(w\) approaches \(E\) from below, written `𝓝[<] E`, it tends to `atBot`, that is, to \(-\infty\). With \(E=1\), these are the two limits you asked about.
- `principal_value_above`: for \(w>E>0\), the sum of the two integrals outside the symmetric window converges as \(\varepsilon\to0^+\) to the value derived above.

Mathlib's `Real.log` of a nonzero number is the logarithm of its absolute value. This is why `primitive` carries no absolute-value bars and still serves on both sides of the pole.

The inverse-cube law is an assumption. It stands for the rough fall-off of photoabsorption by an inner shell as the photon energy rises above its threshold, and it ignores near-edge structure. The dispersion relation is likewise taken as the definition of the quantity studied, not derived from causality, and its constant prefactor and the oscillator strength of the shell are left out. The model has one perfectly sharp edge; the divergence at \(w=E\) belongs to that sharp step, and a finite core-hole lifetime would round it off.

Within this single-edge, inverse-cube model, the closed forms, once multiplied by the constants left out here, give reference values for testing numerical code that turns an absorption spectrum into \(f'\), including its treatment of the pole.

## From the derivative to the cancelling logarithms

`integrand_eq` simplifies the integrand to \(E^3/(x(w^2-x^2))\). `hasDerivAt_primitive` is the chain-rule step: it differentiates \(1-w^2/x^2\), then its logarithm, and matches the result with the integrand. Its hypotheses exclude \(w=0\), \(x=0\) and \(x^2=w^2\), the points where the calculation fails.

`tail_integral` carries the main analytic load. It collects three facts for a starting energy \(a>w\): the derivative formula holds from \(a\) onwards (`hder`), the integrand is never positive there (`hneg`), and the primitive tends to zero at infinity (`hlim`). From these, `integrableOn_Ioi_deriv_of_nonpos'` yields absolute convergence, and `integral_Ioi_of_hasDerivAt_of_nonpos'` yields the value \(0-F(a)\). `edgeDispersion_below` is the case \(a=E\), and `unit_edge` specialises it to \(E=1\).

For the low-energy limit, Lean first proves that \(\ln(1-u)\) has derivative \(-1\) at zero. The lemma `hasDerivAt_iff_tendsto_slope_zero` turns this into a limit of difference quotients. The substitution \(u=w^2/E^2\) is allowed because \(u\) tends to zero without being zero (`hu`), and multiplication by \(E/2\) gives the result.

For the limit at the edge, `hu` shows that \(1-w^2/E^2\) tends to zero through positive values, so its logarithm tends to \(-\infty\). The prefactor is continuous at \(E\) with a positive value there, and `pos_mul_atBot` combines the two. In both limit proofs, `congr'` replaces the explicit expression by the dispersion integral, using the closed form for \(w\) between \(0\) and \(E\).

The principal-value proof starts from the ratio `R` and shows that it tends to one. It then restricts to \(0<\varepsilon<w-E\). On the interval from \(E\) to \(w-\varepsilon\) the integrand is continuous (`hcont`), so the fundamental theorem of calculus gives \(F(w-\varepsilon)-F(E)\); the part beyond \(w+\varepsilon\) comes from `tail_integral`. The identities `ha` and `hb` are the two factorisations next to the pole, and `hlog` combines them into \(\ln R(\varepsilon)\), with `Real.log_neg_eq_log` removing the minus sign on the lower side. The same lemma, in `hedge`, writes the surviving edge term as \(\ln(w^2/E^2-1)\).
